# For finitely many levels with positive amplitudes, the effective energy never rises and tends to the lowest level

The lowest level is represented here by a label $g$ with $E_g \le E_i$ for every label $i$, and not by the minimum of a set of energies. Several labels may carry the same energy, so a degenerate ground level needs no separate treatment. A finite, nonempty list of levels always has such a label.

The labels form a finite type `ι`, and the levels and amplitudes are real functions `E` and `c` on it. With $\hbar = 1$, the Euclidean-time correlator is

$$C(t) = \sum_i c_i\, e^{-tE_i}.$$

The results below about the effective energy assume $c_i > 0$. This is the situation when the adjoint of an operator acts on the vacuum at time zero and the operator itself acts at the later time $t$: $c_i$ is then the squared modulus of the operator's matrix element between the vacuum and level $i$, and $E_i$ is measured from the vacuum. A level with zero overlap must be left out of the list, so "lowest" means lowest among the levels that contribute to the correlator.

```lean
import Mathlib

open Filter Topology

namespace EffectiveMassPlateau

noncomputable section

variable {ι : Type*} [Fintype ι]

/-- The Euclidean-time correlator `C(t) = ∑ c_i exp(-t E_i)` with levels `E` and amplitudes `c`. -/
def correlator (c E : ι → ℝ) (t : ℝ) : ℝ := ∑ i, c i * Real.exp (-t * E i)
```

For a time step $a > 0$, the effective energy is

$$m(t) = \frac{1}{a}\,\ln\frac{C(t)}{C(t+a)}.$$

Time is a real variable, of either sign. The model has no statistical noise, no continuous spectrum and no backward-propagating terms from a periodic time direction.

```lean
/-- The effective energy `ln (C(t) / C(t + a)) / a` read off from two times a step `a` apart. -/
def effectiveEnergy (c E : ι → ℝ) (a t : ℝ) : ℝ :=
  Real.log (correlator c E t / correlator c E (t + a)) / a
```

## (a) The sign of the correlator

Show that, with at least one level and all $c_i > 0$, for every real $t$,

$$C(t) > 0.$$

Each term $c_i e^{-tE_i}$ is a product of two positive numbers, and a sum of at least one positive term is positive. The assumption `[Nonempty ι]` supplies the term, and `Finset.sum_pos` adds them up. The logarithm and the quotients in the later parts rely on this.

```lean
/-- A correlator with at least one level and positive amplitudes is positive at all times. -/
theorem correlator_pos [Nonempty ι] {c : ι → ℝ} (E : ι → ℝ) (hc : ∀ i, 0 < c i) (t : ℝ) :
    0 < correlator c E t :=
  Finset.sum_pos (fun i _ => mul_pos (hc i) (Real.exp_pos _)) Finset.univ_nonempty
```

## (b) Correlators at shifted times

For real $s$, $d$ and $a$, write $w_i = c_i e^{-sE_i}$, $p_i = e^{-dE_i}$ and $q_i = e^{-aE_i}$. Show that

$$2\,[\,C(s)\,C(s+d+a) - C(s+d)\,C(s+a)\,] = \sum_{i,j} w_i w_j\,(p_i - p_j)(q_i - q_j).$$

Since exponentials of sums factorise,

$$C(s) = \sum_i w_i,\quad C(s+d) = \sum_i w_i p_i,\quad C(s+a) = \sum_i w_i q_i,\quad C(s+d+a) = \sum_i w_i p_i q_i.$$

Expanding the right-hand side of the claim gives

$$\sum_{i,j} w_i w_j\,(p_i q_i + p_j q_j - p_i q_j - p_j q_i).$$

The first two terms each sum to $C(s)\,C(s+d+a)$, and the last two each sum to $-C(s+d)\,C(s+a)$. This is the left-hand side.

The identity needs no sign condition on the amplitudes or the times. In the code, `cheb` is the double-sum identity for arbitrary $w$, $p$ and $q$, and `split` is the factorisation of the exponentials.

```lean
/-- Twice the mismatch between products of correlators at shifted times is a weighted sum, over
ordered pairs of levels, of products of differences of exponential factors. -/
theorem correlator_exchange (c E : ι → ℝ) (s d a : ℝ) :
    2 * (correlator c E s * correlator c E (s + d + a)
        - correlator c E (s + d) * correlator c E (s + a)) =
      ∑ i, ∑ j, (c i * Real.exp (-s * E i)) * (c j * Real.exp (-s * E j)) *
        ((Real.exp (-d * E i) - Real.exp (-d * E j)) *
          (Real.exp (-a * E i) - Real.exp (-a * E j))) := by
  -- symmetrisation of the double sum, for arbitrary weights
  have cheb : ∀ w p q : ι → ℝ,
      2 * ((∑ i, w i) * (∑ i, w i * p i * q i) - (∑ i, w i * p i) * (∑ i, w i * q i)) =
        ∑ i, ∑ j, w i * w j * ((p i - p j) * (q i - q j)) := by
    intro w p q
    have e : 2 * ((∑ i, w i) * (∑ i, w i * p i * q i) - (∑ i, w i * p i) * (∑ i, w i * q i)) =
        (∑ i, w i) * (∑ i, w i * p i * q i) + (∑ i, w i * p i * q i) * (∑ i, w i)
          - (∑ i, w i * p i) * (∑ i, w i * q i) - (∑ i, w i * q i) * (∑ i, w i * p i) := by
      ring
    rw [e]
    simp only [Finset.sum_mul_sum, ← Finset.sum_add_distrib, ← Finset.sum_sub_distrib]
    refine Finset.sum_congr rfl fun i _ => Finset.sum_congr rfl fun j _ => ?_
    ring
  have split : ∀ x y z : ℝ, Real.exp (-(x + y) * z) = Real.exp (-x * z) * Real.exp (-y * z) := by
    intro x y z
    rw [← Real.exp_add]
    congr 1
    ring
  rw [← cheb (fun i => c i * Real.exp (-s * E i)) (fun i => Real.exp (-d * E i))
    (fun i => Real.exp (-a * E i))]
  simp only [correlator, split, mul_assoc]
```

## (c) Two levels, two time intervals

Show that for $d, a > 0$ and energies $x \ne y$,

$$(e^{-dx} - e^{-dy})(e^{-ax} - e^{-ay}) > 0.$$

For any $b > 0$, the function $u \mapsto e^{-bu}$ is strictly decreasing. If $x < y$, both brackets are positive; if $y < x$, both are negative. The product is positive either way. The local fact `mono` is the strict decrease, and `rcases` separates the two orderings.

```lean
/-- For positive times `d` and `a`, the decay factors of two different levels are ordered
the same way. -/
theorem decay_differences_pos {d a x y : ℝ} (hd : 0 < d) (ha : 0 < a) (h : x ≠ y) :
    0 < (Real.exp (-d * x) - Real.exp (-d * y)) * (Real.exp (-a * x) - Real.exp (-a * y)) := by
  have mono : ∀ b u v : ℝ, 0 < b → u < v → Real.exp (-b * v) < Real.exp (-b * u) := by
    intro b u v hb huv
    exact Real.exp_lt_exp.2 (by nlinarith [mul_pos hb (sub_pos.2 huv)])
  rcases lt_or_gt_of_ne h with h | h
  · exact mul_pos (sub_pos.2 (mono d x y hd h)) (sub_pos.2 (mono a x y ha h))
  · exact mul_pos_of_neg_of_neg (sub_neg.2 (mono d y x hd h)) (sub_neg.2 (mono a y x ha h))
```

## (d) Comparing the effective energy at two times

Let there be at least one level, all $c_i > 0$ and $a > 0$. Show that

$$s \le t \quad\Longrightarrow\quad m(t) \le m(s).$$

For $s = t$ there is nothing to do. For $s < t$, put $d = t - s > 0$ in (b). A pair with $E_i = E_j$ contributes zero to the double sum, and any other pair contributes a positive amount by (c), because the weights $w_i w_j$ are positive. Hence

$$C(t)\,C(s+a) \le C(s)\,C(t+a).$$

Dividing by the positive product $C(s+a)\,C(t+a)$ gives

$$\frac{C(t)}{C(t+a)} \le \frac{C(s)}{C(s+a)}.$$

The logarithm is increasing and $a$ is positive, so taking logarithms and dividing by $a$ preserves the inequality.

`Antitone` is Lean's word for a nonincreasing function, here on the whole real line. The fact `hn` collects the nonnegative pairs. The proof then runs backwards from the goal: it strips off the division by $a$ and the logarithm, clears the denominators with `div_le_div_iff₀`, and lets `linarith` combine `h` and `hn`.

```lean
/-- For positive amplitudes and a time step `a > 0`, the effective energy never increases with
Euclidean time. -/
theorem effectiveEnergy_antitone [Nonempty ι] {c : ι → ℝ} (E : ι → ℝ) (hc : ∀ i, 0 < c i)
    {a : ℝ} (ha : 0 < a) : Antitone (effectiveEnergy c E a) := by
  intro s t hst
  rcases hst.eq_or_lt with rfl | hlt
  · exact le_rfl
  have h := correlator_exchange c E s (t - s) a
  rw [show s + (t - s) = t by ring] at h
  -- every pair of levels contributes with a nonnegative sign
  have hn := Finset.sum_nonneg fun i (_ : i ∈ Finset.univ) =>
    Finset.sum_nonneg fun j (_ : j ∈ Finset.univ) =>
      show 0 ≤ (c i * Real.exp (-s * E i)) * (c j * Real.exp (-s * E j)) *
        ((Real.exp (-(t - s) * E i) - Real.exp (-(t - s) * E j)) *
          (Real.exp (-a * E i) - Real.exp (-a * E j))) by
        have hi := hc i
        have hj := hc j
        refine mul_nonneg (by positivity) ?_
        by_cases hE : E i = E j
        · rw [hE]; simp
        · exact (decay_differences_pos (sub_pos.2 hlt) ha hE).le
  have p := correlator_pos E hc
  refine div_le_div_of_nonneg_right (Real.log_le_log (div_pos (p _) (p _)) ?_) ha.le
  rw [div_le_div_iff₀ (p _) (p _)]
  linarith
```

## (e) Two distinct levels

Suppose in addition that $E_k \ne E_l$ for some labels $k$ and $l$. Show that

$$s < t \quad\Longrightarrow\quad m(t) < m(s).$$

The argument of (d) applies, but the pair $(k,l)$ now contributes a strictly positive term while no other pair contributes a negative one. The double sum is therefore positive, and each later inequality becomes strict. The two uses of `Finset.sum_pos'` pick out $k$ in the outer sum and $l$ in the inner one.

If all levels coincide at an energy $E$, then $C(t)/C(t+a) = e^{aE}$ and $m(t) = E$ at all times, which is why the condition on $k$ and $l$ is needed.

```lean
/-- For positive amplitudes and a time step `a > 0`, if at least two levels differ, the effective
energy strictly decreases with time. -/
theorem effectiveEnergy_strictAnti {c E : ι → ℝ} (hc : ∀ i, 0 < c i)
    {a : ℝ} (ha : 0 < a) {k l : ι} (hkl : E k ≠ E l) : StrictAnti (effectiveEnergy c E a) := by
  intro s t hlt
  have : Nonempty ι := ⟨k⟩
  have h := correlator_exchange c E s (t - s) a
  rw [show s + (t - s) = t by ring] at h
  have hterm : ∀ i j, 0 ≤ (c i * Real.exp (-s * E i)) * (c j * Real.exp (-s * E j)) *
      ((Real.exp (-(t - s) * E i) - Real.exp (-(t - s) * E j)) *
        (Real.exp (-a * E i) - Real.exp (-a * E j))) := by
    intro i j
    have hi := hc i
    have hj := hc j
    refine mul_nonneg (by positivity) ?_
    by_cases hE : E i = E j
    · rw [hE]; simp
    · exact (decay_differences_pos (sub_pos.2 hlt) ha hE).le
  -- the pair of distinct levels contributes strictly
  have hp := Finset.sum_pos' (fun i (_ : i ∈ Finset.univ) =>
      Finset.sum_nonneg fun j (_ : j ∈ Finset.univ) => hterm i j)
    ⟨k, Finset.mem_univ k, Finset.sum_pos' (fun j _ => hterm k j) ⟨l, Finset.mem_univ l,
      mul_pos (mul_pos (mul_pos (hc k) (Real.exp_pos _)) (mul_pos (hc l) (Real.exp_pos _)))
        (decay_differences_pos (sub_pos.2 hlt) ha hkl)⟩⟩
  have p := correlator_pos E hc
  refine div_lt_div_of_pos_right (Real.log_lt_log (div_pos (p _) (p _)) ?_) ha
  rw [div_lt_div_iff₀ (p _) (p _)]
  linarith
```

## (f) Excited-state contamination at finite time

Let $E_g \le E_i$ for all $i$, and write $\Delta_i = E_i - E_g \ge 0$ for the gaps. With all $c_i > 0$ and $a > 0$, show that for every real $t$

$$E_g \;\le\; m(t) \;\le\; E_g + \frac{1}{a}\sum_i \frac{c_i}{c_g}\,(1 - e^{-a\Delta_i})\,e^{-t\Delta_i}.$$

Remove the ground-state decay over one step from the later correlator:

$$G = e^{aE_g}\,C(t+a) = \sum_i c_i\, e^{-tE_i}\, e^{-a\Delta_i}.$$

Each factor $e^{-a\Delta_i}$ is at most 1, so $G \le C(t)$. This says $C(t)/C(t+a) \ge e^{aE_g}$, and taking the logarithm and dividing by $a$ gives the lower bound.

For the upper bound, substitute $C(t+a) = e^{-aE_g}G$ in the definition of $m$:

$$m(t) = E_g + \frac{1}{a}\ln\frac{C(t)}{G}.$$

The inequality $\ln x \le x - 1$ gives $\ln(C(t)/G) \le (C(t) - G)/G$. The sum $G$ contains the positive term $c_g e^{-tE_g}$, so $G \ge c_g e^{-tE_g}$. As $C(t) - G \ge 0$, replacing the denominator by this smaller number can only raise the quotient:

$$\ln\frac{C(t)}{G} \le \frac{C(t) - G}{c_g e^{-tE_g}} = \sum_i \frac{c_i}{c_g}\,(1 - e^{-a\Delta_i})\,e^{-t\Delta_i}.$$

Levels degenerate with the ground level have $\Delta_i = 0$ and drop out of the sum.

In the code, `hG` is the expansion of $G$, while `hGC` and `hgG` are its upper and lower estimates. The rewriting of $m$ is `hlog`, the final sum is `hsum`, and `h1` and `h2` are the two steps that bound the logarithm.

```lean
/-- For positive amplitudes and a time step `a > 0`, the effective energy is at least the lowest
level `E g`, and exceeds it by at most a weighted sum of the exponentials `exp (-t * (E i - E g))`.
-/
theorem effectiveEnergy_bounds {c E : ι → ℝ} (hc : ∀ i, 0 < c i) {a : ℝ} (ha : 0 < a)
    {g : ι} (hg : ∀ i, E g ≤ E i) (t : ℝ) :
    E g ≤ effectiveEnergy c E a t ∧
    effectiveEnergy c E a t ≤ E g + (∑ i, c i / c g * (1 - Real.exp (-a * (E i - E g))) *
      Real.exp (-t * (E i - E g))) / a := by
  have : Nonempty ι := ⟨g⟩
  have p := correlator_pos E hc
  have hcg := hc g
  -- the later correlator, with the ground-state decay over one step removed
  obtain ⟨G, hGdef⟩ : ∃ G, G = Real.exp (a * E g) * correlator c E (t + a) := ⟨_, rfl⟩
  have hG : G = ∑ i, c i * Real.exp (-t * E i) * Real.exp (-a * (E i - E g)) := by
    rw [hGdef, correlator, Finset.mul_sum]
    refine Finset.sum_congr rfl fun i _ => ?_
    have e : Real.exp (-t * E i) * Real.exp (-a * (E i - E g)) =
        Real.exp (a * E g) * Real.exp (-(t + a) * E i) := by
      rw [← Real.exp_add, ← Real.exp_add]
      congr 1
      ring
    rw [mul_assoc, e]
    ring
  have hGpos : 0 < G := hGdef ▸ mul_pos (Real.exp_pos _) (p _)
  have hGC : G ≤ correlator c E t := by
    rw [hG, correlator]
    refine Finset.sum_le_sum fun i _ => ?_
    refine mul_le_of_le_one_right (mul_pos (hc i) (Real.exp_pos _)).le ?_
    exact Real.exp_le_one_iff.2 (by nlinarith [mul_nonneg ha.le (sub_nonneg.2 (hg i))])
  have hgG : c g * Real.exp (-t * E g) ≤ G := by
    have h := Finset.single_le_sum
      (f := fun i => c i * Real.exp (-t * E i) * Real.exp (-a * (E i - E g)))
      (fun i _ => (mul_pos (mul_pos (hc i) (Real.exp_pos _)) (Real.exp_pos _)).le)
      (Finset.mem_univ g)
    rw [hG]
    simpa only [sub_self, mul_zero, Real.exp_zero, mul_one] using h
  constructor
  · rw [effectiveEnergy, le_div_iff₀ ha, Real.le_log_iff_exp_le (div_pos (p _) (p _)),
      le_div_iff₀ (p _), mul_comm (E g) a, ← hGdef]
    exact hGC
  · have hlog : Real.log (correlator c E t / correlator c E (t + a)) =
        a * E g + Real.log (correlator c E t / G) := by
      rw [Real.log_div (p _).ne' (p _).ne', Real.log_div (p _).ne' hGpos.ne', hGdef,
        Real.log_mul (Real.exp_pos _).ne' (p _).ne', Real.log_exp]
      ring
    have hsum : (correlator c E t - G) / (c g * Real.exp (-t * E g)) =
        ∑ i, c i / c g * (1 - Real.exp (-a * (E i - E g))) * Real.exp (-t * (E i - E g)) := by
      rw [hG, correlator, ← Finset.sum_sub_distrib, Finset.sum_div]
      refine Finset.sum_congr rfl fun i _ => ?_
      have e : Real.exp (-t * E i) = Real.exp (-t * (E i - E g)) * Real.exp (-t * E g) := by
        rw [← Real.exp_add]
        congr 1
        ring
      have e2 : c i / c g * c g = c i := div_mul_cancel₀ _ hcg.ne'
      rw [div_eq_iff (mul_pos hcg (Real.exp_pos _)).ne', e]
      linear_combination (-(1 - Real.exp (-a * (E i - E g))) * Real.exp (-t * (E i - E g)) *
        Real.exp (-t * E g)) * e2
    -- `ln x ≤ x - 1` turns the ratio into the excited-state contamination
    have h1 : Real.log (correlator c E t / G) ≤ (correlator c E t - G) / G := by
      rw [sub_div, div_self hGpos.ne']
      exact Real.log_le_sub_one_of_pos (div_pos (p _) hGpos)
    have h2 : (correlator c E t - G) / G ≤
        (correlator c E t - G) / (c g * Real.exp (-t * E g)) :=
      div_le_div_of_nonneg_left (sub_nonneg.2 hGC) (mul_pos hcg (Real.exp_pos _)) hgG
    rw [hsum] at h2
    rw [effectiveEnergy, hlog, add_div, mul_div_cancel_left₀ _ ha.ne']
    have h3 := div_le_div_of_nonneg_right (h1.trans h2) ha.le
    linarith
```

## (g) The limit of late times

Under the assumptions of (f), show that $m$ is nonincreasing and that

$$\lim_{t\to\infty} m(t) = E_g.$$

The first claim is (d). For the second, take the terms of the upper bound in (f) one at a time. If $\Delta_i = 0$, the coefficient $1 - e^{-a\Delta_i}$ is zero. If $\Delta_i > 0$, the factor $e^{-t\Delta_i}$ tends to zero. The sum has finitely many terms, so it tends to zero as a whole, and $m(t)$ is squeezed between $E_g$ and a quantity that tends to $E_g$.

`Tendsto … atTop (𝓝 (E g))` is this limit over real $t$. The two cases for $\Delta_i$ appear in `hterm`, `tendsto_finsetSum` adds the terms, and the last command is the squeeze. Setting $a = 1$ gives the statement for $\ln(C(t)/C(t+1))$.

In lattice field theory, a particle's mass is often read from the plateau of $m(t)$ at zero momentum; for a noise-free correlator with finitely many levels and positive amplitudes, every such reading is an upper bound on the lowest level. By (e), the plateau is only approached, and never exactly flat, once two levels differ.

```lean
/-- Effective-mass plateau: for positive amplitudes and any time step `a > 0`, the effective energy
is nonincreasing in time and tends to the lowest level `E g`. -/
theorem effective_mass_plateau {c E : ι → ℝ} (hc : ∀ i, 0 < c i) {a : ℝ} (ha : 0 < a)
    {g : ι} (hg : ∀ i, E g ≤ E i) :
    Antitone (effectiveEnergy c E a) ∧ Tendsto (effectiveEnergy c E a) atTop (𝓝 (E g)) := by
  have : Nonempty ι := ⟨g⟩
  refine ⟨effectiveEnergy_antitone E hc ha, ?_⟩
  -- each contamination term vanishes: by degeneracy or by exponential decay
  have hterm : ∀ i, Tendsto (fun t : ℝ => c i / c g * (1 - Real.exp (-a * (E i - E g))) *
      Real.exp (-t * (E i - E g))) atTop (𝓝 0) := by
    intro i
    rcases (hg i).eq_or_lt with h | h
    · simp [h]
    · have h0 : Tendsto (fun t : ℝ => t * (E i - E g)) atTop atTop :=
        tendsto_id.atTop_mul_const (sub_pos.2 h)
      have h1 : Tendsto (fun t : ℝ => Real.exp (-t * (E i - E g))) atTop (𝓝 0) := by
        refine (Real.tendsto_exp_neg_atTop_nhds_zero.comp h0).congr fun t => ?_
        simp only [Function.comp_apply, neg_mul]
      have h2 := h1.const_mul (c i / c g * (1 - Real.exp (-a * (E i - E g))))
      rwa [mul_zero] at h2
  have hS := tendsto_finsetSum Finset.univ fun i _ => hterm i
  rw [Finset.sum_const_zero] at hS
  have hup := (hS.div_const a).const_add (E g)
  rw [zero_div, add_zero] at hup
  exact tendsto_of_tendsto_of_tendsto_of_le_of_le tendsto_const_nhds hup
    (fun t => (effectiveEnergy_bounds hc ha hg t).1)
    (fun t => (effectiveEnergy_bounds hc ha hg t).2)

end

end EffectiveMassPlateau
```

```lean
#print axioms EffectiveMassPlateau.effectiveEnergy_strictAnti
#print axioms EffectiveMassPlateau.effectiveEnergy_bounds
#print axioms EffectiveMassPlateau.effective_mass_plateau
```

```
'EffectiveMassPlateau.effectiveEnergy_strictAnti' depends on axioms: [propext, Classical.choice, Quot.sound]
'EffectiveMassPlateau.effectiveEnergy_bounds' depends on axioms: [propext, Classical.choice, Quot.sound]
'EffectiveMassPlateau.effective_mass_plateau' depends on axioms: [propext, Classical.choice, Quot.sound]
```
